# Majorana monomials of nonzero even degree, or of odd degree with an index left out, have trace zero

Majorana operators \(g_0,\dots,g_{n-1}\) on a state space of finite dimension \(d\) square to the identity and pairwise anticommute, and the monomial \(g_S\) is the product of those \(g_i\) with \(i\in S\), taken in increasing order of the index. The question is which of these monomials have trace zero, or equivalently, for \(d\neq0\), a vanishing expectation value \(\operatorname{tr}(g_S)/d\) in the maximally mixed state.

```lean
import Mathlib

open Matrix (trace)

namespace MajoranaTrace

variable {n d : ℕ}

/-- A family of complex `d × d` matrices that square to the identity and pairwise anticommute. -/
structure IsMajoranaFamily (g : Fin n → Matrix (Fin d) (Fin d) ℂ) : Prop where
  sq : ∀ i, g i * g i = 1
  anti : ∀ i j, i ≠ j → g i * g j = -(g j * g i)

/-- The elements of a set `S` of indices, each labelling one Majorana operator, listed in increasing
order. -/
def indices (S : Finset (Fin n)) : List (Fin n) :=
  (List.finRange n).filter (· ∈ S)

/-- The ordered monomial `g_S`: the product of the `g i` with `i` in `S`, in increasing order
of the index. -/
def monomial (g : Fin n → Matrix (Fin d) (Fin d) ℂ) (S : Finset (Fin n)) :
    Matrix (Fin d) (Fin d) ℂ :=
  ((indices S).map g).prod

/-- Moving `g j` through a string of Majorana operators gives one sign for each factor,
except for the factors equal to `g j` itself. -/
theorem mul_string {g : Fin n → Matrix (Fin d) (Fin d) ℂ} (hg : IsMajoranaFamily g)
    (j : Fin n) (l : List (Fin n)) :
    g j * (l.map g).prod = (-1 : ℂ) ^ (l.length + l.count j) • ((l.map g).prod * g j) := by
  induction l with
  | nil => simp
  | cons a l ih =>
    simp only [List.map_cons, List.prod_cons, List.length_cons]
    by_cases h : a = j
    · -- the factor is `g j` itself: no sign
      have e : (-1 : ℂ) ^ (l.length + 1 + (l.count j + 1))
          = (-1) ^ (l.length + l.count j) := by ring
      rw [h, List.count_cons_self, e, mul_assoc (g j) _ (g j), ← mul_smul_comm, ← ih]
    · -- a different factor: one sign
      have c : (a :: l).count j = l.count j := by simp [h]
      have e : (-1 : ℂ) ^ (l.length + 1 + l.count j)
          = -(-1) ^ (l.length + l.count j) := by ring
      rw [c, e, ← mul_assoc, hg.anti j a (Ne.symm h), neg_mul, mul_assoc, ih,
        mul_smul_comm, neg_smul, mul_assoc]

/-- A Majorana operator `g j` commutes or anticommutes with the monomial `g_S`, with sign
`(-1)^|S|` if `j` is outside `S` and `(-1)^(|S|+1)` if `j` is in `S`. -/
theorem mul_monomial {g : Fin n → Matrix (Fin d) (Fin d) ℂ} (hg : IsMajoranaFamily g)
    (j : Fin n) (S : Finset (Fin n)) :
    g j * monomial g S
      = (-1 : ℂ) ^ (S.card + if j ∈ S then 1 else 0) • (monomial g S * g j) := by
  have nd : (indices S).Nodup := (List.nodup_finRange n).filter _
  have mem : ∀ i, i ∈ indices S ↔ i ∈ S := fun i => by simp [indices]
  have len : (indices S).length = S.card := by
    rw [← List.toFinset_card_of_nodup nd]
    congr 1
    ext i
    rw [List.mem_toFinset, mem]
  have cnt : (indices S).count j = if j ∈ S then 1 else 0 := by
    by_cases h : j ∈ S
    · rw [if_pos h, List.count_eq_one_of_mem nd ((mem j).2 h)]
    · rw [if_neg h, List.count_eq_zero.2 (fun k => h ((mem j).1 k))]
  have key := mul_string hg j (indices S)
  rw [len, cnt] at key
  exact key

/-- A matrix that anticommutes with some matrix of square one has trace zero. -/
theorem trace_eq_zero_of_anticommute (u M : Matrix (Fin d) (Fin d) ℂ)
    (hu : u * u = 1) (h : u * M = -(M * u)) : trace M = 0 := by
  have key : trace M = -trace M := calc
    trace M = trace (u * (u * M)) := by rw [← mul_assoc, hu, one_mul]
    _ = -trace (u * (M * u)) := by rw [h, mul_neg, Matrix.trace_neg]
    _ = -trace (M * u * u) := by rw [Matrix.trace_mul_comm]
    _ = -trace M := by rw [mul_assoc, hu, mul_one]
  linear_combination key / 2

/-- The ordered Majorana monomial `g_S` has trace zero whenever `S` is nonempty of even size,
or of odd size with some index outside `S`. -/
theorem trace_monomial_eq_zero {g : Fin n → Matrix (Fin d) (Fin d) ℂ}
    (hg : IsMajoranaFamily g) (S : Finset (Fin n))
    (hS : (S.Nonempty ∧ Even S.card) ∨ (Odd S.card ∧ ∃ j, j ∉ S)) :
    trace (monomial g S) = 0 := by
  -- in both cases some `g j` anticommutes with the monomial
  obtain ⟨j, hj⟩ : ∃ j, Odd (S.card + if j ∈ S then 1 else 0) := by
    rcases hS with ⟨⟨j, hj⟩, he⟩ | ⟨ho, j, hj⟩
    · exact ⟨j, by rw [if_pos hj]; exact he.add_one⟩
    · exact ⟨j, by rw [if_neg hj]; exact ho⟩
  apply trace_eq_zero_of_anticommute (g j) _ (hg.sq j)
  rw [mul_monomial hg j S, hj.neg_one_pow, neg_one_smul]

/-- For an even number of Majorana operators, the product of two different monomials has
trace zero. -/
theorem trace_monomial_mul_eq_zero {g : Fin n → Matrix (Fin d) (Fin d) ℂ}
    (hg : IsMajoranaFamily g) (hn : Even n) {S T : Finset (Fin n)} (hST : S ≠ T) :
    trace (monomial g S * monomial g T) = 0 := by
  obtain ⟨j, hj⟩ : ∃ j, Odd ((S.card + if j ∈ S then 1 else 0)
      + (T.card + if j ∈ T then 1 else 0)) := by
    by_contra hc
    simp only [not_exists, Nat.not_odd_iff_even, Nat.even_iff] at hc
    have key : ∀ j, (S.card + T.card) % 2 = 0 ↔ (j ∈ S ↔ j ∈ T) := by
      intro j
      have h1 := hc j
      by_cases a : j ∈ S <;> by_cases b : j ∈ T <;>
        simp only [a, b, ↓reduceIte, iff_true, iff_false, not_true_eq_false] at h1 ⊢ <;>
        omega
    by_cases he : (S.card + T.card) % 2 = 0
    · exact hST (Finset.ext fun j => (key j).1 he)
    · -- otherwise `T` is the complement of `S`, and `n` would be odd
      have hT : T = Sᶜ := by
        ext j
        have h2 := mt (key j).2 he
        rw [Finset.mem_compl]
        tauto
      have h3 := Finset.card_add_card_compl S
      rw [← hT, Fintype.card_fin] at h3
      rw [Nat.even_iff] at hn
      omega
  apply trace_eq_zero_of_anticommute (g j) _ (hg.sq j)
  rw [← mul_assoc, mul_monomial hg j S, smul_mul_assoc, mul_assoc, mul_monomial hg j T,
    mul_smul_comm, smul_smul, ← pow_add, hj.neg_one_pow, neg_one_smul, mul_assoc]

/-- Every string of Majorana operators squares to plus or minus the identity. -/
theorem string_sq {g : Fin n → Matrix (Fin d) (Fin d) ℂ} (hg : IsMajoranaFamily g)
    (l : List (Fin n)) :
    (l.map g).prod * (l.map g).prod = 1 ∨ (l.map g).prod * (l.map g).prod = -1 := by
  induction l with
  | nil => simp
  | cons a l ih =>
    have h := mul_string hg a l
    have key : g a * (l.map g).prod * (g a * (l.map g).prod)
        = (-1 : ℂ) ^ (l.length + l.count a) • ((l.map g).prod * (l.map g).prod) := calc
      _ = ((-1 : ℂ) ^ (l.length + l.count a) • ((l.map g).prod * g a))
            * (g a * (l.map g).prod) := by rw [← h]
      _ = (-1 : ℂ) ^ (l.length + l.count a)
            • ((l.map g).prod * (g a * g a) * (l.map g).prod) := by
          rw [smul_mul_assoc]; simp only [mul_assoc]
      _ = _ := by rw [hg.sq, mul_one]
    rw [List.map_cons, List.prod_cons, key]
    rcases neg_one_pow_eq_or ℂ (l.length + l.count a) with e | e <;>
      rcases ih with i | i <;> rw [e, i] <;> simp

/-- For an even number of Majorana operators on a space of nonzero dimension, the ordered
monomials are linearly independent. -/
theorem linearIndependent_monomial {g : Fin n → Matrix (Fin d) (Fin d) ℂ}
    (hg : IsMajoranaFamily g) (hn : Even n) (hd : d ≠ 0) :
    LinearIndependent ℂ (monomial g) := by
  refine Fintype.linearIndependent_iff.2 fun c hc T => ?_
  -- multiply by `g_T` and take the trace: only the coefficient of `g_T` survives
  have h := congrArg (fun M => trace (M * monomial g T)) hc
  simp only [Finset.sum_mul, smul_mul_assoc, Matrix.trace_sum, Matrix.trace_smul,
    zero_mul, Matrix.trace_zero] at h
  rw [Finset.sum_eq_single T
    (fun S _ hS => by rw [trace_monomial_mul_eq_zero hg hn hS, smul_zero]) (by simp)] at h
  have hsq : monomial g T * monomial g T = 1 ∨ monomial g T * monomial g T = -1 :=
    string_sq hg (indices T)
  rcases hsq with e | e <;> rw [e] at h <;> simpa [hd] using h

/-- An even number `n` of Majorana operators on a space of nonzero dimension `d`
requires `2^n ≤ d^2`. -/
theorem two_pow_le_dim_sq {g : Fin n → Matrix (Fin d) (Fin d) ℂ}
    (hg : IsMajoranaFamily g) (hn : Even n) (hd : d ≠ 0) : 2 ^ n ≤ d ^ 2 := by
  have h := (linearIndependent_monomial hg hn hd).fintype_card_le_finrank
  simpa [Module.finrank_matrix, Fintype.card_finset, sq] using h

/-- The three Pauli matrices `X`, `Y`, `Z`. -/
def pauli : Fin 3 → Matrix (Fin 2) (Fin 2) ℂ :=
  ![!![0, 1; 1, 0], !![0, -Complex.I; Complex.I, 0], !![1, 0; 0, -1]]

/-- The Pauli matrices square to the identity and pairwise anticommute. -/
theorem pauli_witness : IsMajoranaFamily pauli where
  sq i := by
    fin_cases i <;> ext a b <;> fin_cases a <;> fin_cases b <;>
      simp [pauli, Matrix.mul_apply, Fin.sum_univ_succ]
  anti i j hij := by
    fin_cases i <;> fin_cases j <;> first
      | exact absurd rfl hij
      | (ext a b; fin_cases a <;> fin_cases b <;>
          simp [pauli, Matrix.mul_apply, Fin.sum_univ_succ])

/-- The product of all three Pauli matrices has trace `2i`, so a monomial of odd size that
uses every index need not be traceless. -/
theorem trace_pauli_full : trace (monomial pauli Finset.univ) = 2 * Complex.I := by
  have h : indices (Finset.univ : Finset (Fin 3)) = [0, 1, 2] := by decide
  rw [monomial, h]
  simp only [List.map_cons, List.map_nil, List.prod_cons, List.prod_nil, mul_one]
  simp [pauli, Matrix.trace_fin_two]
  ring

end MajoranaTrace
```

```lean
#print axioms MajoranaTrace.trace_monomial_eq_zero
-- 'MajoranaTrace.trace_monomial_eq_zero' depends on axioms: [propext, Classical.choice, Quot.sound]
#print axioms MajoranaTrace.two_pow_le_dim_sq
-- 'MajoranaTrace.two_pow_le_dim_sq' depends on axioms: [propext, Classical.choice, Quot.sound]
#print axioms MajoranaTrace.trace_pauli_full
-- 'MajoranaTrace.trace_pauli_full' depends on axioms: [propext, Classical.choice, Quot.sound]
```

## The two relations and the ordered product

The structure `IsMajoranaFamily g` says that the \(d\times d\) complex matrices \(g_i\) satisfy

\[
g_i^2=1,\qquad g_ig_j=-g_jg_i\quad(i\neq j).
\]

This fixes the normalisation \(g_ig_j+g_jg_i=2\delta_{ij}\); some texts use operators that square to \(1/2\). Majorana operators are usually also required to be Hermitian. Here they need not be, so the results hold for a slightly wider class of matrices.

Since the factors do not commute, a product over a set needs an order. `indices S` lists the elements of \(S\) in increasing order, and `monomial g S` multiplies the matrices along that list. For example, \(S=\{0,2,3\}\) gives \(g_0g_2g_3\), and the empty set gives the identity.

## Which traces vanish, and what follows for even \(n\)

The theorem `trace_monomial_eq_zero` states that \(\operatorname{tr} g_S=0\) in two situations: \(S\) is nonempty and \(|S|\) is even, or \(|S|\) is odd and some index lies outside \(S\). Two kinds of monomial remain. The empty one has trace \(d\). The full product for odd \(n\) may have a nonzero trace, as `trace_pauli_full` shows: for the Pauli matrices, \(\operatorname{tr}(XYZ)=2i\).

Three further theorems assume that \(n\) is even:

- `trace_monomial_mul_eq_zero`: \(\operatorname{tr}(g_Sg_T)=0\) whenever \(S\neq T\).
- `linearIndependent_monomial`: if \(d\neq0\), the \(2^n\) monomials are linearly independent.
- `two_pow_le_dim_sq`: if \(d\neq0\), then \(2^n\le d^2\).

The Pauli matrices, with \(n=3\) and \(d=2\), show that these conclusions can fail for odd \(n\). Their full product is \(i\) times the identity, hence proportional to the empty monomial, and \(2^3>2^2\).

## Fermionic modes and qubits

For \(m\) fermionic modes with annihilation operators \(a_k\), \(k=0,\dots,m-1\), one sets

\[
g_{2k}=a_k+a_k^\dagger,\qquad g_{2k+1}=-i\,(a_k-a_k^\dagger).
\]

The canonical anticommutation relations then give the two relations above, with \(n=2m\) and \(d=2^m\) on the full Fock space. This passage from modes to matrices is the step that the Lean hypotheses take as given: they start from the \(g_i\).

In electronic structure with a finite set of \(m\) spin orbitals, a Hamiltonian can be written as \(H=\sum_S c_Sg_S\). Orthogonality under the trace then isolates each coefficient,

\[
c_T=\frac{\operatorname{tr}(Hg_T)}{\operatorname{tr}(g_T^2)},
\]

and the constant term is \(c_\emptyset=\operatorname{tr}(H)/d\). For qubit encodings, the dimension bound reads \(2^{2m}\le d^2\), so \(d\ge2^m\): representing all \(2m\) Majorana operators as matrices on the space of \(q\) qubits requires \(q\ge m\).

## The sign from moving one operator through a product

Let \(G=g_{i_1}\cdots g_{i_k}\) be a string of \(k\) factors, possibly with repetitions, and let \(c\) be the number of factors with index \(j\). Moving \(g_j\) from the left of \(G\) to the right gives a factor \(-1\) for each different operator and no sign for each copy of \(g_j\). Hence

\[
g_jG=(-1)^{k-c}\,Gg_j=(-1)^{k+c}\,Gg_j .
\]

`mul_string` proves the second form by induction on the list. The case split on `a = j` separates the two kinds of factor. If \(a=j\), both \(k\) and \(c\) grow by one and the sign is unchanged; otherwise only \(k\) grows, and `hg.anti` supplies the minus sign.

In \(g_S\) no index is repeated, so \(k=|S|\), while \(c\) is 1 if \(j\in S\) and 0 if not. Writing \([j\in S]\) for this number, we get

\[
g_jg_S=(-1)^{|S|+[j\in S]}\,g_Sg_j .
\]

This is `mul_monomial`, where `len` and `cnt` establish the two counts.

## An anticommuting involution forces zero trace

Suppose \(u^2=1\) and \(uM=-Mu\). By cyclicity of the trace,

\[
\operatorname{tr}M=\operatorname{tr}(u\,uM)=-\operatorname{tr}(u\,Mu)=-\operatorname{tr}(Mu\,u)=-\operatorname{tr}M ,
\]

so \(2\operatorname{tr}M=0\) and \(\operatorname{tr}M=0\). The `calc` block in `trace_eq_zero_of_anticommute` has these same four equalities, and the `linear_combination` after it divides by two.

It remains to find a \(g_j\) that anticommutes with \(g_S\), which means making \(|S|+[j\in S]\) odd. If \(|S|\) is even and \(S\) is nonempty, take \(j\) inside \(S\): the exponent is \(|S|+1\). If \(|S|\) is odd and an index is missing, take that index: the exponent is \(|S|\). The proof of `trace_monomial_eq_zero` makes this choice with `rcases hS` and then applies the trace lemma with \(u=g_j\).

For the full product with \(n\) odd, no such \(j\) exists among the indices. Every exponent is \(n+1\), which is even, so the product commutes with every \(g_j\) and the argument gives no information about its trace.

## Orthogonality by a parity count

Applying the sign rule twice gives

\[
g_j\,g_Sg_T=(-1)^{|S|+|T|+[j\in S]+[j\in T]}\,g_Sg_T\,g_j .
\]

Let \(n\) be even and \(S\neq T\), and suppose that this exponent were even for every \(j\).

- If \(|S|+|T|\) is even, then \([j\in S]=[j\in T]\) for every \(j\), so \(S=T\), a contradiction.
- If \(|S|+|T|\) is odd, then every \(j\) lies in exactly one of the two sets. So \(T\) is the complement of \(S\) and \(|S|+|T|=n\), which is even, again a contradiction.

Some \(g_j\) therefore anticommutes with \(g_Sg_T\), and the trace vanishes. In `trace_monomial_mul_eq_zero`, the local statement `key` records that \(|S|+|T|\) is even exactly when \(j\) belongs to both sets or to neither. The split on `he` gives the two cases above.

## From orthogonality to the dimension bound

Each monomial squares to \(1\) or \(-1\). To see this, write a nonempty string as \(G=g_aR\), with \(R\) the rest of the string, and let \(s=\pm1\) be the sign in \(g_aR=sRg_a\). Then

\[
G^2=(g_aR)(g_aR)=s\,Rg_a\,g_aR=s\,R^2 ,
\]

and induction on the length finishes the argument, starting from the empty string, whose square is \(1\). This is `string_sq`.

Now suppose \(\sum_Sc_Sg_S=0\). Multiply on the right by \(g_T\) and take the trace. Only the term \(S=T\) survives:

\[
0=c_T\operatorname{tr}(g_T^2)=\pm d\,c_T .
\]

Since \(d\neq0\), every \(c_T\) vanishes. In `linearIndependent_monomial`, `Finset.sum_eq_single T` removes the other terms, and the two possible signs are treated separately.

There are \(2^n\) subsets of the indices, and the \(d\times d\) matrices form a complex vector space of dimension \(d^2\). Independent vectors cannot outnumber the dimension, so \(2^n\le d^2\), which is `two_pow_le_dim_sq`.

The Pauli statements are direct computations. `pauli_witness` checks the relations entry by entry. For the trace, \(XY=iZ\) and \(Z^2=1\) give \(XYZ=i\,1\), whose trace in dimension 2 is \(2i\).

## One mode, and fewer operators

For a single mode, \(n=2\) and \(d=2\), and one may take \(g_0=X\) and \(g_1=Y\). The four monomials are

\[
1,\quad X,\quad Y,\quad XY=iZ .
\]

All but the first are traceless, and the bound is attained: \(2^2=2^2\). With \(Z=1-2a_0^\dagger a_0\), the vanishing trace of \(g_0g_1\) says that the empty and the filled state contribute opposite signs.

For \(n=1\), the only nonempty monomial is \(g_0\) itself. It has odd size and leaves no index out, so its trace is not constrained to vanish; \(d=1\) with \(g_0=1\) has trace 1. For \(n=0\), only the empty monomial exists, and the bound reduces to \(1\le d^2\).
